# Regularizing the iso-orbital indicator removes the divergent tail prefactor of the exchange tau-potential for an exponential density

A self-consistent calculation with a meta-GGA such as SCAN or r²SCAN uses the derivative of the exchange energy density with respect to the kinetic energy density $\tau$. This tau-potential multiplies gradients of the basis functions when the Kohn–Sham matrix is assembled. Far from the nuclei the density is tiny, and the tau-potential contains a quotient of two small numbers. For the model density $n(r)=A e^{-kr}$, with $A,k>0$, that quotient grows without bound if the indicator is unregularized, and tends to zero if it is regularized as in r²SCAN.

```lean
import Mathlib

open Filter Topology

namespace RegularizedIndicatorTail

noncomputable section
```

## Density, kinetic scales and indicator

The variable $r$ is the distance from the centre, $A$ sets the size of the density and $k$ its decay rate. In Lean $r$ is any real number, and only the limit $r\to\infty$ describes the tail.

```lean
/-- The exponential density `n(r) = A exp(-k r)`. -/
def density (A k r : ℝ) : ℝ := A * Real.exp (-k * r)
```

The von Weizsäcker kinetic energy density is
$$W=\frac{(n')^2}{8n},$$
the value that $\tau$ takes when a single real orbital shape $\sqrt n$ carries the whole density. For a spherical density $|n'|$ is the length of the gradient. The definition uses the actual derivative `deriv n r`, so the form of $W$ in the tail has to be derived.

```lean
/-- The von Weizsäcker kinetic energy density `W = (n')² / (8 n)`. -/
def weizsacker (n : ℝ → ℝ) (r : ℝ) : ℝ := (deriv n r) ^ 2 / (8 * n r)
```

The second scale is $U=c\,n^{5/3}$ with $c>0$, the kinetic energy density of a uniform electron gas with the local density. The constant $c$ stands for the uniform-gas coefficient, and no numerical value is needed. The regularization adds a fixed multiple $\eta W$ to $U$.

```lean
/-- The denominator `U + η W` of the indicator, with `U = c n^(5/3)`. -/
def kineticScale (c η : ℝ) (n : ℝ → ℝ) (r : ℝ) : ℝ :=
  c * n r ^ (5 / 3 : ℝ) + η * weizsacker n r
```

The iso-orbital indicator is then
$$\alpha=\frac{\tau-W}{U+\eta W}.$$
It vanishes where $\tau=W$. Setting $\eta=0$ gives the unregularized indicator of SCAN, so one definition covers both cases.

```lean
/-- The iso-orbital indicator `(τ - W) / (U + η W)`; it is unregularized for `η = 0`. -/
def indicator (c η : ℝ) (n : ℝ → ℝ) (r τ : ℝ) : ℝ :=
  (τ - weizsacker n r) / kineticScale c η n r
```

The exchange energy density is $e=-C\,n^{4/3}F(\alpha)$, where $C$ is the uniform-gas exchange coefficient and $F$ is the enhancement factor. Here $\tau$ is an independent argument: it is not computed from orbitals, and $\tau\ge W$ is not required.

```lean
/-- The exchange energy density `-C n^(4/3) F`, with the enhancement factor `F` evaluated
at the indicator. -/
def exchangeDensity (C c η : ℝ) (F : ℝ → ℝ) (n : ℝ → ℝ) (r τ : ℝ) : ℝ :=
  -C * n r ^ (4 / 3 : ℝ) * F (indicator c η n r τ)
```

The quotient to be studied is
$$P_\eta=\frac{n^{4/3}}{U+\eta W}.$$

```lean
/-- The prefactor `n^(4/3) / (U + η W)`. -/
def tauPrefactor (c η : ℝ) (n : ℝ → ℝ) (r : ℝ) : ℝ :=
  n r ^ (4 / 3 : ℝ) / kineticScale c η n r
```

## How the prefactor enters the tau-potential

At fixed density, $\alpha$ is linear in $\tau$ with slope $1/(U+\eta W)$. The chain rule gives
$$\frac{\partial e}{\partial\tau}=-C\,n^{4/3}F'(\alpha)\,\frac{1}{U+\eta W}=-C\,P_\eta\,F'(\alpha).$$
In the Lean statement `F'` is a number, the slope of `F` at the current value of the indicator. The step `hα` is the slope of $\alpha$, and `HasDerivAt.comp` is the chain rule.

```lean
/-- The derivative of the exchange energy density with respect to `τ` is `-C F'` times
the prefactor `n^(4/3) / (U + η W)`. -/
theorem hasDerivAt_exchangeDensity (C c η : ℝ) {F : ℝ → ℝ} {F' : ℝ} (n : ℝ → ℝ) (r τ : ℝ)
    (hF : HasDerivAt F F' (indicator c η n r τ)) :
    HasDerivAt (exchangeDensity C c η F n r) (-C * tauPrefactor c η n r * F') τ := by
  have hα : HasDerivAt (indicator c η n r) (1 / kineticScale c η n r) τ :=
    ((hasDerivAt_id' τ).sub_const (weizsacker n r)).div_const (kineticScale c η n r)
  have h := (HasDerivAt.comp τ hF hα).const_mul (-C * n r ^ (4 / 3 : ℝ))
  exact h.congr_deriv (by unfold tauPrefactor; ring)
```

## The prefactor in terms of the cube root of the density

For the exponential density $n'=-kn$, hence
$$W=\frac{k^2n^2}{8n}=\frac{k^2}{8}\,n.$$
The proof establishes $n'=-kn$ as `h2` and then clears the positive denominator $8n$.

```lean
/-- For an exponential density the von Weizsäcker energy density is `k² n / 8`. -/
theorem weizsacker_density {A : ℝ} (hA : 0 < A) (k r : ℝ) :
    weizsacker (density A k) r = k ^ 2 / 8 * density A k r := by
  have hn : 0 < density A k r := mul_pos hA (Real.exp_pos _)
  have h1 : HasDerivAt (fun x : ℝ => -k * x) (-k) r :=
    ((hasDerivAt_id' r).const_mul (-k)).congr_deriv (by ring)
  have h2 : HasDerivAt (density A k) (-k * density A k r) r := by
    have h := h1.exp.const_mul A
    exact h.congr_deriv (by unfold density; ring)
  unfold weizsacker
  rw [h2.deriv, div_eq_iff (by positivity)]
  ring
```

Thus $W$ falls off like $n$, more slowly than $U\propto n^{5/3}$, and $\eta W$ dominates the regularized denominator in the tail. With $q=n^{1/3}$ we have $n^{4/3}=q^4$, $n^{5/3}=q^5$ and $W=k^2q^3/8$, so
$$P_\eta=\frac{q^4}{c\,q^5+\eta k^2q^3/8}=\frac{q}{c\,q^2+\eta k^2/8}.$$
The steps `h3`, `h4` and `h5` turn the fractional powers into integer powers of $q$, and `key` cancels $q^3$.

```lean
/-- For an exponential density the prefactor equals `q / (c q² + η k² / 8)`,
where `q = n^(1/3)`. -/
theorem tauPrefactor_density {A : ℝ} (hA : 0 < A) (k c η r : ℝ) :
    tauPrefactor c η (density A k) r = density A k r ^ (1 / 3 : ℝ) /
      (c * (density A k r ^ (1 / 3 : ℝ)) ^ 2 + η * k ^ 2 / 8) := by
  have hn : 0 < density A k r := mul_pos hA (Real.exp_pos _)
  -- every power of the density is an integer power of its cube root
  have h3 : (density A k r ^ (1 / 3 : ℝ)) ^ 3 = density A k r := by
    rw [← Real.rpow_natCast, ← Real.rpow_mul hn.le]; norm_num
  have h4 : density A k r ^ (4 / 3 : ℝ) = (density A k r ^ (1 / 3 : ℝ)) ^ 4 := by
    rw [← Real.rpow_natCast, ← Real.rpow_mul hn.le]; norm_num
  have h5 : density A k r ^ (5 / 3 : ℝ) = (density A k r ^ (1 / 3 : ℝ)) ^ 5 := by
    rw [← Real.rpow_natCast, ← Real.rpow_mul hn.le]; norm_num
  have hW : weizsacker (density A k) r
      = k ^ 2 / 8 * (density A k r ^ (1 / 3 : ℝ)) ^ 3 := by
    rw [weizsacker_density hA, h3]
  -- cancel the common factor `q³`
  have key : ∀ q : ℝ, 0 < q → q ^ 4 / (c * q ^ 5 + η * (k ^ 2 / 8 * q ^ 3))
      = q / (c * q ^ 2 + η * k ^ 2 / 8) := by
    intro q hq
    have e1 : q ^ 4 = q ^ 3 * q := by ring
    have e2 : c * q ^ 5 + η * (k ^ 2 / 8 * q ^ 3)
        = q ^ 3 * (c * q ^ 2 + η * k ^ 2 / 8) := by ring
    rw [e1, e2, mul_div_mul_left _ _ (pow_pos hq 3).ne']
  unfold tauPrefactor kineticScale
  rw [hW, h4, h5]
  exact key _ (Real.rpow_pos_of_pos hn _)
```

## The two limits

As $r\to\infty$, $-kr\to-\infty$, so $e^{-kr}\to0$ and $n\to0$. The cube root is continuous at zero, and therefore $q\to0$.

```lean
/-- The cube root of an exponential density tends to zero in the tail. -/
theorem tendsto_cbrt_density (A : ℝ) {k : ℝ} (hk : 0 < k) :
    Tendsto (fun r => density A k r ^ (1 / 3 : ℝ)) atTop (𝓝 0) := by
  have h : Tendsto (fun r : ℝ => -k * r) atTop atBot :=
    tendsto_id.const_mul_atTop_of_neg (by linarith)
  have h1 : Tendsto (density A k) atTop (𝓝 (A * 0)) :=
    (Real.tendsto_exp_atBot.comp h).const_mul A
  rw [mul_zero] at h1
  have h2 := h1.rpow_const (p := (1 / 3 : ℝ)) (Or.inr (by norm_num))
  rwa [Real.zero_rpow (by norm_num)] at h2
```

For $\eta>0$, dividing the prefactor by $q$ leaves
$$\frac{P_\eta}{q}=\frac{1}{c\,q^2+\eta k^2/8}\;\longrightarrow\;\frac{8}{\eta k^2}.$$
The regularized prefactor therefore decays as $8n^{1/3}/(\eta k^2)$, that is, like $e^{-kr/3}$. The proof takes the limit of the denominator, which is positive, and inverts it.

```lean
/-- For an exponential density the regularized prefactor divided by `n^(1/3)` tends to `8 / (η k²)`
in the tail. -/
theorem tauPrefactor_decay_rate {A k η : ℝ} (c : ℝ) (hA : 0 < A) (hk : 0 < k) (hη : 0 < η) :
    Tendsto (fun r => tauPrefactor c η (density A k) r / density A k r ^ (1 / 3 : ℝ))
      atTop (𝓝 (8 / (η * k ^ 2))) := by
  have hb : 0 < η * k ^ 2 / 8 := by positivity
  have h := (((tendsto_cbrt_density A hk).pow 2).const_mul c).add_const (η * k ^ 2 / 8)
  have e : c * (0 : ℝ) ^ 2 + η * k ^ 2 / 8 = η * k ^ 2 / 8 := by ring
  rw [e] at h
  have h' := h.inv₀ hb.ne'
  rw [inv_div] at h'
  refine h'.congr fun r => ?_
  have hq : density A k r ^ (1 / 3 : ℝ) ≠ 0 :=
    (Real.rpow_pos_of_pos (mul_pos hA (Real.exp_pos _)) _).ne'
  rw [tauPrefactor_density hA, div_right_comm, div_self hq]
  exact (one_div _).symm
```

Without regularization,
$$P_0=\frac{1}{c\,q}\to\infty,$$
because $q$ approaches zero through positive values, which Lean writes as `𝓝[>] 0`. With regularization, $P_\eta=(P_\eta/q)\,q$ is a convergent factor times one that vanishes, so $P_\eta\to0$. The theorem states both limits for the same $A$, $k$ and $c$; `atTop` in the first position of `Tendsto … atTop atTop` is the limit $r\to\infty$, and in the second it is divergence to $+\infty$.

```lean
/-- In the tail of an exponential density `n^(4/3) / U` tends to infinity, while
`n^(4/3) / (U + η W)` tends to zero. -/
theorem regularization_removes_divergence {A k c η : ℝ}
    (hA : 0 < A) (hk : 0 < k) (hc : 0 < c) (hη : 0 < η) :
    Tendsto (tauPrefactor c 0 (density A k)) atTop atTop ∧
      Tendsto (tauPrefactor c η (density A k)) atTop (𝓝 0) := by
  have hq := tendsto_cbrt_density A hk
  have hpos : ∀ r, 0 < density A k r ^ (1 / 3 : ℝ) := fun r =>
    Real.rpow_pos_of_pos (mul_pos hA (Real.exp_pos _)) _
  constructor
  · -- without regularization the prefactor is `1 / (c q)` with `q → 0⁺`
    have h1 : Tendsto (fun r => density A k r ^ (1 / 3 : ℝ)) atTop (𝓝[>] 0) :=
      tendsto_nhdsWithin_iff.mpr ⟨hq, Eventually.of_forall hpos⟩
    have h2 := (tendsto_inv_nhdsGT_zero.comp h1).const_mul_atTop (inv_pos.mpr hc)
    refine h2.congr fun r => ?_
    have key : ∀ q : ℝ, 0 < q → c⁻¹ * q⁻¹ = q / (c * q ^ 2 + 0 * k ^ 2 / 8) := by
      intro q h0
      have e : c * q ^ 2 + 0 * k ^ 2 / 8 = c * q * q := by ring
      rw [e, ← mul_inv, eq_div_iff (by positivity), ← mul_assoc,
        inv_mul_cancel₀ (by positivity), one_mul]
    rw [tauPrefactor_density hA]
    exact key _ (hpos r)
  · -- with regularization it is `q` times a convergent factor
    have h := (tauPrefactor_decay_rate c hA hk hη).mul hq
    rw [mul_zero] at h
    exact h.congr fun r => div_mul_cancel₀ _ (hpos r).ne'
```

Neither limit holds at $k=0$. In that case the density is the constant $A$ and $W=0$, so $P_0=P_\eta=1/(cA^{1/3})$ at every $r$: the first prefactor does not diverge and the second does not vanish.

## A bound at every distance

A prefactor that vanishes at infinity could still be large at intermediate distances. Put $b=\eta k^2/8$. From $(cq^2-b)^2\ge0$ follows $(cq^2+b)^2\ge4cb\,q^2$, and so
$$P_\eta^2=\frac{q^2}{(cq^2+b)^2}\le\frac{1}{4cb}=\frac{2}{c\,\eta\,k^2}.$$
The bound does not depend on $A$ or $r$, but it grows as $\eta$ is made smaller. In Lean the same square is handed to `nlinarith` once the fractions have been cleared.

```lean
/-- For an exponential density the square of the regularized prefactor is at most `2 / (c η k²)` at
every position. -/
theorem tauPrefactor_sq_le {A k c η : ℝ}
    (hA : 0 < A) (hk : 0 < k) (hc : 0 < c) (hη : 0 < η) (r : ℝ) :
    tauPrefactor c η (density A k) r ^ 2 ≤ 2 / (c * η * k ^ 2) := by
  rw [tauPrefactor_density hA]
  generalize density A k r ^ (1 / 3 : ℝ) = q
  rw [div_pow, div_le_div_iff₀ (by positivity) (by positivity)]
  nlinarith [sq_nonneg (c * q ^ 2 - η * k ^ 2 / 8)]
```

## From the prefactor to the tau-potential

The enhancement factor of a real functional also depends on the density gradient. For this reason the last two theorems allow a different function $F_r$ at each point, written `F r`, and an arbitrary profile $\tau(r)$. The number $F'(r)$ is the slope of $F_r$ at the local value of the indicator.

If $|F'(r)|\le M$ for all $r$, then for $\eta>0$
$$\left|\frac{\partial e}{\partial\tau}\right|=|C|\,P_\eta\,|F'(r)|\le|C|\,P_\eta\,M\to0.$$
The lemma `squeeze_zero_norm` carries out this comparison.

```lean
/-- For an exponential density, if the slope of the enhancement factor is bounded, the regularized
tau-potential tends to zero in the tail. -/
theorem regularized_tauPotential_tendsto_zero {A k c η M : ℝ} (C : ℝ)
    (hA : 0 < A) (hk : 0 < k) (hc : 0 < c) (hη : 0 < η)
    (F : ℝ → ℝ → ℝ) (F' τ : ℝ → ℝ)
    (hF : ∀ r, HasDerivAt (F r) (F' r) (indicator c η (density A k) r (τ r)))
    (hM : ∀ r, |F' r| ≤ M) :
    Tendsto (fun r => deriv (exchangeDensity C c η (F r) (density A k) r) (τ r))
      atTop (𝓝 0) := by
  have h := ((regularization_removes_divergence hA hk hc hη).2.abs.const_mul |C|).mul_const M
  rw [abs_zero, mul_zero, zero_mul] at h
  refine squeeze_zero_norm (fun r => ?_) h
  rw [(hasDerivAt_exchangeDensity C c η _ r (τ r) (hF r)).deriv, Real.norm_eq_abs,
    abs_mul, abs_mul, abs_neg]
  exact mul_le_mul_of_nonneg_left (hM r) (by positivity)
```

For $\eta=0$ the divergence of $P_0$ reaches the tau-potential only if the slope does not suppress it. Suppose that $C>0$ and $F'(r)\le-m$ with a constant $m>0$, so that exchange enhancement falls with $\alpha$ at a rate that never fades. Then
$$\frac{\partial e}{\partial\tau}=C\,P_0\,\bigl(-F'(r)\bigr)\ge C\,m\,P_0\to\infty.$$
In the proof, `hP` supplies $P_0\ge0$, `hs` supplies $-m-F'(r)\ge0$, and `tendsto_atTop_mono` passes the divergence from the lower bound to the potential.

```lean
/-- For an exponential density and `C > 0`, if the slope of the enhancement factor stays below a
negative constant, the unregularized tau-potential tends to infinity in the tail. -/
theorem unregularized_tauPotential_tendsto_atTop {A k c C m : ℝ}
    (hA : 0 < A) (hk : 0 < k) (hc : 0 < c) (hC : 0 < C) (hm : 0 < m)
    (F : ℝ → ℝ → ℝ) (F' τ : ℝ → ℝ)
    (hF : ∀ r, HasDerivAt (F r) (F' r) (indicator c 0 (density A k) r (τ r)))
    (hF' : ∀ r, F' r ≤ -m) :
    Tendsto (fun r => deriv (exchangeDensity C c 0 (F r) (density A k) r) (τ r))
      atTop atTop := by
  have h := (regularization_removes_divergence hA hk hc one_pos).1.const_mul_atTop
    (mul_pos hC hm)
  refine tendsto_atTop_mono (fun r => ?_) h
  rw [(hasDerivAt_exchangeDensity C c 0 _ r (τ r) (hF r)).deriv]
  have hP : 0 ≤ tauPrefactor c 0 (density A k) r := by
    have hn : 0 < density A k r := mul_pos hA (Real.exp_pos _)
    rw [tauPrefactor_density hA, zero_mul, zero_div, add_zero]
    positivity
  have hs : 0 ≤ -m - F' r := by linarith [hF' r]
  nlinarith [mul_nonneg (mul_nonneg hC.le hP) hs]

end

end RegularizedIndicatorTail
```

Without the slope condition the conclusion can fail: if every $F_r$ is constant, then $F'(r)=0$ and the tau-potential is zero everywhere, although $P_0$ diverges. SCAN's own exchange factor does not meet the condition in this tail, since it is damped to zero at large reduced gradients and its slope fades with it. The last theorem therefore does not decide whether SCAN's tau-potential diverges: that depends on how quickly the slope fades compared with the growth of $P_0$. The analysis concerns exchange for a single exponential, and leaves aside correlation and the density and gradient derivatives that also enter the Kohn–Sham matrix.

```lean
#print axioms RegularizedIndicatorTail.tauPrefactor_sq_le
#print axioms RegularizedIndicatorTail.regularized_tauPotential_tendsto_zero
#print axioms RegularizedIndicatorTail.unregularized_tauPotential_tendsto_atTop
```

```
'RegularizedIndicatorTail.tauPrefactor_sq_le' depends on axioms: [propext, Classical.choice, Quot.sound]
'RegularizedIndicatorTail.regularized_tauPotential_tendsto_zero' depends on axioms: [propext, Classical.choice, Quot.sound]
'RegularizedIndicatorTail.unregularized_tauPotential_tendsto_atTop' depends on axioms: [propext, Classical.choice, Quot.sound]
```
